# Complex scaling in a finite basis: the θ-slope of an eigenvalue and the complex virial condition

## Question

Complex scaling forces a choice of product. With real symmetric kinetic and Coulomb matrices T and V, a real angle θ and η = exp(−iθ), the matrix H(θ) = η²T + ηV is complex symmetric and in general not Hermitian, so I would pair vectors by xᵀy without conjugation. The claim is that an eigenpair H c = E c, differentiable in θ and with cᵀc = 1, obeys E′ = −i(2η² cᵀTc + η cᵀVc), that stationarity in θ is then a virial relation, and that eigenvectors of distinct eigenvalues satisfy xᵀy = 0. How is this stated and proved in Lean 4 with Mathlib?

## Answer

### Modelling choices

Vectors are `n → ℂ` for a finite index type `n`. The c-product xᵀy = Σᵢ xᵢyᵢ is `x ⬝ᵥ y`, which conjugates nothing, and ⟨A⟩ = cᵀAc is `cExpect A c`. T and V are complex matrices with `IsSymm`, meaning Aᵀ = A, which includes the real symmetric case. `scale θ` is η and `scaledHamiltonian T V θ` is H(θ). The powers of η are put in by definition: under r → r·exp(iθ) a kinetic operator acquires η² and a potential homogeneous of degree −1 acquires η. There is no overlap matrix, so the basis is taken as orthonormal.

Three hypotheses describe the eigenbranch t ↦ (E(t), c(t)): `hc` says c is differentiable at θ, `heig` says H(t)c(t) = E(t)c(t) for t near θ, and `hnorm` says cᵀc = 1 at θ alone. Differentiability of E is a conclusion.

### Derivation by hand

For symmetric A, xᵀ(Ay) = (Ax)ᵀy. If H x = a x and H y = b y, this reads b xᵀy = a xᵀy, so

(a − b) xᵀy = 0,

and xᵀy = 0 when a ≠ b.

Let c, H, E and η without argument denote values at θ, and let d = c′(θ). Project the eigenvalue equation on the fixed vector c:

f(t) = cᵀH(t)c(t),  g(t) = cᵀc(t),  f(t) = E(t) g(t).

Since g(θ) = 1 and g is continuous at θ, g ≠ 0 nearby and E(t) = f(t)/g(t) there. With f(θ) = E, f′ = cᵀH′c + cᵀH d and g′ = cᵀd, the quotient rule gives

E′ = cᵀH′c + cᵀH d − E cᵀd.

Symmetry gives cᵀH d = (H c)ᵀd = E cᵀd, so E′ = ⟨H′⟩. From η′ = −iη,

H′ = −2iη²T − iηV,

E′ = −i(2η²⟨T⟩ + η⟨V⟩).

Hence E′ = 0 exactly when 2η²⟨T⟩ + η⟨V⟩ = 0. Multiplying H c = E c by cᵀ gives E = η²⟨T⟩ + η⟨V⟩, so the same condition reads E = −η²⟨T⟩.

### Lean

```lean
import Mathlib

open Matrix Complex Filter Topology

namespace ComplexScaling

noncomputable section

variable {n : Type*} [Fintype n]

/-- The scaling factor η(θ) = exp(-iθ) for a real rotation angle θ. -/
def scale (θ : ℝ) : ℂ := Complex.exp (-I * θ)

/-- The complex-scaled Hamiltonian matrix H(θ) = η² T + η V. -/
def scaledHamiltonian (T V : Matrix n n ℂ) (θ : ℝ) : Matrix n n ℂ :=
  scale θ ^ 2 • T + scale θ • V

/-- The c-product expectation value cᵀ A c, formed without complex conjugation. -/
def cExpect (A : Matrix n n ℂ) (c : n → ℂ) : ℂ := c ⬝ᵥ A *ᵥ c

/-- The scaling factor obeys dη/dθ = -i η. -/
theorem hasDerivAt_scale (θ : ℝ) : HasDerivAt scale (-I * scale θ) θ := by
  have h : HasDerivAt (fun z : ℂ => Complex.exp (-I * z))
      (Complex.exp (-I * θ) * (-I * 1)) (θ : ℂ) :=
    ((hasDerivAt_id' (θ : ℂ)).const_mul (-I)).cexp
  refine h.comp_ofReal.congr_deriv ?_
  unfold scale
  ring

/-- A symmetric matrix can be moved across the c-product: xᵀ(A y) = (A x)ᵀ y. -/
theorem cProduct_symm {A : Matrix n n ℂ} (hA : A.IsSymm) (x y : n → ℂ) :
    x ⬝ᵥ A *ᵥ y = (A *ᵥ x) ⬝ᵥ y := by
  rw [Matrix.dotProduct_mulVec, ← Matrix.mulVec_transpose, hA.eq]

/-- The c-product expectation value is linear in the operator. -/
theorem cExpect_linear (a b : ℂ) (A B : Matrix n n ℂ) (c : n → ℂ) :
    cExpect (a • A + b • B) c = a * cExpect A c + b * cExpect B c := by
  simp only [cExpect, dotProduct, Matrix.mulVec, Matrix.add_apply, Matrix.smul_apply,
    smul_eq_mul, Finset.mul_sum, ← Finset.sum_add_distrib]
  exact Finset.sum_congr rfl fun i _ => Finset.sum_congr rfl fun j _ => by ring

omit [Fintype n] in
/-- For symmetric T and V the scaled Hamiltonian is complex symmetric at every angle. -/
theorem scaledHamiltonian_isSymm {T V : Matrix n n ℂ} (hT : T.IsSymm) (hV : V.IsSymm)
    (θ : ℝ) : (scaledHamiltonian T V θ).IsSymm := by
  show (scale θ ^ 2 • T + scale θ • V)ᵀ = scale θ ^ 2 • T + scale θ • V
  rw [Matrix.transpose_add, Matrix.transpose_smul, Matrix.transpose_smul, hT.eq, hV.eq]

/-- Eigenvectors of the scaled Hamiltonian with distinct eigenvalues are c-orthogonal. -/
theorem c_orthogonal {T V : Matrix n n ℂ} (hT : T.IsSymm) (hV : V.IsSymm) (θ : ℝ)
    {a b : ℂ} {x y : n → ℂ} (hx : scaledHamiltonian T V θ *ᵥ x = a • x)
    (hy : scaledHamiltonian T V θ *ᵥ y = b • y) (hab : a ≠ b) : x ⬝ᵥ y = 0 := by
  have h := cProduct_symm (scaledHamiltonian_isSymm hT hV θ) x y
  rw [hx, hy, dotProduct_smul, smul_dotProduct, smul_eq_mul, smul_eq_mul] at h
  have h2 : (a - b) * (x ⬝ᵥ y) = 0 := by linear_combination -h
  exact (mul_eq_zero.mp h2).resolve_left (sub_ne_zero.mpr hab)

/-- Hellmann-Feynman theorem in the c-product: if H(θ) is symmetric, H and the eigenvector c
are differentiable at θ, H c = E c near θ and cᵀc = 1 at θ, then dE/dθ = cᵀ H' c. -/
theorem hellmann_feynman {H : ℝ → Matrix n n ℂ} {H' : Matrix n n ℂ} {E : ℝ → ℂ}
    {c : ℝ → n → ℂ} {θ : ℝ} (hsymm : (H θ).IsSymm)
    (hH : ∀ i j, HasDerivAt (fun t => H t i j) (H' i j) θ) (hc : DifferentiableAt ℝ c θ)
    (heig : ∀ᶠ t in 𝓝 θ, H t *ᵥ c t = E t • c t) (hnorm : c θ ⬝ᵥ c θ = 1) :
    HasDerivAt E (cExpect H' (c θ)) θ := by
  obtain ⟨d, hcd⟩ : ∃ d, HasDerivAt c d θ := ⟨_, hc.hasDerivAt⟩
  have hci : ∀ i, HasDerivAt (fun t => c t i) (d i) θ := hasDerivAt_pi.mp hcd
  -- project the eigenvalue equation on the fixed vector c(θ) and differentiate both factors
  have hf : HasDerivAt (fun t => c θ ⬝ᵥ H t *ᵥ c t)
      (c θ ⬝ᵥ H' *ᵥ c θ + c θ ⬝ᵥ H θ *ᵥ d) θ := by
    have h := HasDerivAt.fun_sum (u := Finset.univ) fun i _ =>
      (HasDerivAt.fun_sum (u := Finset.univ) fun j _ =>
        (hH i j).fun_mul (hci j)).const_mul (c θ i)
    refine h.congr_deriv ?_
    simp only [dotProduct, Matrix.mulVec, Finset.sum_add_distrib, mul_add]
  have hg : HasDerivAt (fun t => c θ ⬝ᵥ c t) (c θ ⬝ᵥ d) θ :=
    HasDerivAt.fun_sum (u := Finset.univ) fun i _ => (hci i).const_mul (c θ i)
  have hne : c θ ⬝ᵥ c θ ≠ 0 := by rw [hnorm]; exact one_ne_zero
  have hg0 : ∀ᶠ t in 𝓝 θ, c θ ⬝ᵥ c t ≠ 0 := hg.continuousAt.eventually_ne hne
  have hE : ∀ᶠ t in 𝓝 θ, E t = (c θ ⬝ᵥ H t *ᵥ c t) / (c θ ⬝ᵥ c t) := by
    filter_upwards [heig, hg0] with t h1 h2
    rw [h1, dotProduct_smul, smul_eq_mul, mul_div_assoc, div_self h2, mul_one]
  have h0 : H θ *ᵥ c θ = E θ • c θ := heig.self_of_nhds
  -- symmetry of H makes the response of the eigenvector drop out
  have hd : c θ ⬝ᵥ H θ *ᵥ d = E θ * (c θ ⬝ᵥ d) := by
    rw [cProduct_symm hsymm, h0, smul_dotProduct, smul_eq_mul]
  refine ((hf.fun_div hg hne).congr_of_eventuallyEq hE).congr_deriv ?_
  simp only [cExpect, hd, h0, dotProduct_smul, smul_eq_mul, hnorm]
  ring

/-- Slope of the θ-trajectory: for symmetric T, V and a differentiable eigenvector c of
η² T + η V with cᵀc = 1 at θ, the eigenvalue has dE/dθ = -i (2 η² cᵀT c + η cᵀV c). -/
theorem hasDerivAt_energy {T V : Matrix n n ℂ} (hT : T.IsSymm) (hV : V.IsSymm)
    {E : ℝ → ℂ} {c : ℝ → n → ℂ} {θ : ℝ} (hc : DifferentiableAt ℝ c θ)
    (heig : ∀ᶠ t in 𝓝 θ, scaledHamiltonian T V t *ᵥ c t = E t • c t)
    (hnorm : c θ ⬝ᵥ c θ = 1) :
    HasDerivAt E
      (-I * (2 * scale θ ^ 2 * cExpect T (c θ) + scale θ * cExpect V (c θ))) θ := by
  have h := hasDerivAt_scale θ
  -- dH/dθ = -2i η² T - i η V
  have hH : ∀ i j, HasDerivAt (fun t => scaledHamiltonian T V t i j)
      (((-I * (2 * scale θ ^ 2)) • T + (-I * scale θ) • V) i j) θ := by
    intro i j
    have hij := ((h.fun_pow 2).mul_const (T i j)).fun_add (h.mul_const (V i j))
    refine hij.congr_deriv ?_
    simp only [Matrix.smul_apply, Matrix.add_apply, smul_eq_mul]
    try push_cast
    ring
  refine (hellmann_feynman (scaledHamiltonian_isSymm hT hV θ) hH hc heig hnorm).congr_deriv ?_
  rw [cExpect_linear]
  ring

/-- Complex virial condition, under the hypotheses of `hasDerivAt_energy`: the eigenvalue is stationary in θ exactly when
2 η² cᵀT c + η cᵀV c = 0. -/
theorem stationary_iff_virial {T V : Matrix n n ℂ} (hT : T.IsSymm) (hV : V.IsSymm)
    {E : ℝ → ℂ} {c : ℝ → n → ℂ} {θ : ℝ} (hc : DifferentiableAt ℝ c θ)
    (heig : ∀ᶠ t in 𝓝 θ, scaledHamiltonian T V t *ᵥ c t = E t • c t)
    (hnorm : c θ ⬝ᵥ c θ = 1) :
    deriv E θ = 0 ↔ 2 * scale θ ^ 2 * cExpect T (c θ) + scale θ * cExpect V (c θ) = 0 := by
  rw [(hasDerivAt_energy hT hV hc heig hnorm).deriv, mul_eq_zero]
  exact or_iff_right (neg_ne_zero.mpr I_ne_zero)

/-- The eigenvalue is stationary in θ exactly when it equals minus the scaled kinetic
energy, E = -η² cᵀT c. -/
theorem stationary_iff_energy_eq {T V : Matrix n n ℂ} (hT : T.IsSymm) (hV : V.IsSymm)
    {E : ℝ → ℂ} {c : ℝ → n → ℂ} {θ : ℝ} (hc : DifferentiableAt ℝ c θ)
    (heig : ∀ᶠ t in 𝓝 θ, scaledHamiltonian T V t *ᵥ c t = E t • c t)
    (hnorm : c θ ⬝ᵥ c θ = 1) :
    deriv E θ = 0 ↔ E θ = -(scale θ ^ 2 * cExpect T (c θ)) := by
  have h0 : scaledHamiltonian T V θ *ᵥ c θ = E θ • c θ := heig.self_of_nhds
  -- E = η² ⟨T⟩ + η ⟨V⟩
  have hE : E θ = scale θ ^ 2 * cExpect T (c θ) + scale θ * cExpect V (c θ) := by
    rw [← cExpect_linear]
    show E θ = c θ ⬝ᵥ scaledHamiltonian T V θ *ᵥ c θ
    rw [h0, dotProduct_smul, hnorm, smul_eq_mul, mul_one]
  rw [stationary_iff_virial hT hV hc heig hnorm]
  constructor
  · intro h; linear_combination hE + h
  · intro h; linear_combination h - hE

/-- The principal square root s(θ) of 49 η² + 576, used in the two-level model. -/
def modelRoot (t : ℝ) : ℂ := (49 * scale t ^ 2 + 576) ^ (2⁻¹ : ℂ)

/-- The vector c(θ) = ((7η + s)/40, 3/5) of the two-level model. -/
def modelVec (t : ℝ) : Fin 2 → ℂ := ![(7 * scale t + modelRoot t) / 40, 3 / 5]

/-- For the symmetric, non-commuting T = diag(15, 1) and V = 24 σₓ, the vector c(θ) is
differentiable and c-normalised at θ = 0 and obeys H c = η (8η + s) c at every angle. -/
theorem scaled_eigenpair_witness :
    (!![15, 0; 0, 1] : Matrix (Fin 2) (Fin 2) ℂ).IsSymm ∧
    (!![0, 24; 24, 0] : Matrix (Fin 2) (Fin 2) ℂ).IsSymm ∧
    (!![15, 0; 0, 1] * !![0, 24; 24, 0] : Matrix (Fin 2) (Fin 2) ℂ) ≠
      !![0, 24; 24, 0] * !![15, 0; 0, 1] ∧
    DifferentiableAt ℝ modelVec 0 ∧
    (∀ t, scaledHamiltonian !![15, 0; 0, 1] !![0, 24; 24, 0] t *ᵥ modelVec t =
      (scale t * (8 * scale t + modelRoot t)) • modelVec t) ∧
    modelVec 0 ⬝ᵥ modelVec 0 = 1 := by
  have h0 : scale 0 = 1 := by simp [scale]
  have hw : (49 * scale 0 ^ 2 + 576 : ℂ) = 25 ^ 2 := by rw [h0]; norm_num
  have hr : modelRoot 0 = 25 := by
    unfold modelRoot
    rw [hw]
    exact Complex.sq_cpow_two_inv (by norm_num)
  have hm : (49 * scale 0 ^ 2 + 576 : ℂ) ∈ Complex.slitPlane := by
    rw [h0]
    refine Complex.mem_slitPlane_iff.mpr (Or.inl ?_)
    norm_num
  have hη : DifferentiableAt ℝ scale 0 := (hasDerivAt_scale 0).differentiableAt
  have h1 : DifferentiableAt ℂ (fun z : ℂ => (49 * z ^ 2 + 576) ^ (2⁻¹ : ℂ)) (scale 0) :=
    DifferentiableAt.cpow (f := fun z : ℂ => 49 * z ^ 2 + 576) (g := fun _ => (2⁻¹ : ℂ))
      (by fun_prop) (differentiableAt_const _) hm
  have hs : DifferentiableAt ℝ modelRoot 0 := (h1.restrictScalars ℝ).comp (0 : ℝ) hη
  have key : ∀ η s : ℂ, s ^ 2 = 49 * η ^ 2 + 576 →
      (η ^ 2 • (!![15, 0; 0, 1] : Matrix (Fin 2) (Fin 2) ℂ) + η • !![0, 24; 24, 0]) *ᵥ
        ![(7 * η + s) / 40, 3 / 5] = (η * (8 * η + s)) • ![(7 * η + s) / 40, 3 / 5] := by
    intro η s h
    ext i
    fin_cases i <;> simp [Matrix.mulVec, dotProduct, Fin.sum_univ_two]
    · linear_combination (-η / 40) * h
    · ring
  refine ⟨?_, ?_, ?_, ?_, fun t => key _ _ ?_, ?_⟩
  · exact Matrix.IsSymm.ext fun i j => by fin_cases i <;> fin_cases j <;> simp
  · exact Matrix.IsSymm.ext fun i j => by fin_cases i <;> fin_cases j <;> simp
  · intro h
    have h01 := congrFun (congrFun h 0) 1
    norm_num [Matrix.mul_apply, Fin.sum_univ_two] at h01
  · refine differentiableAt_pi.mpr (Fin.forall_fin_two.mpr ⟨?_, ?_⟩)
    · show DifferentiableAt ℝ (fun t => (7 * scale t + modelRoot t) / 40) 0
      exact ((hη.const_mul 7).add hs).div_const 40
    · show DifferentiableAt ℝ (fun _ : ℝ => (3 / 5 : ℂ)) 0
      exact differentiableAt_const _
  · exact Complex.cpow_ofNat_inv_pow _ 2
  · norm_num [modelVec, dotProduct, Fin.sum_univ_two, h0, hr]

end

end ComplexScaling
```

```lean
#print axioms ComplexScaling.c_orthogonal
#print axioms ComplexScaling.stationary_iff_virial
#print axioms ComplexScaling.stationary_iff_energy_eq
```

```
'ComplexScaling.c_orthogonal' depends on axioms: [propext, Classical.choice, Quot.sound]
'ComplexScaling.stationary_iff_virial' depends on axioms: [propext, Classical.choice, Quot.sound]
'ComplexScaling.stationary_iff_energy_eq' depends on axioms: [propext, Classical.choice, Quot.sound]
```

### Remarks

`cProduct_symm` is the move of A across the product; `c_orthogonal` applies it to H(θ), symmetric by `scaledHamiltonian_isSymm`, and cancels a − b. `hellmann_feynman` holds for any family with entrywise derivative `H'` that is symmetric at θ: `hf` and `hg` are f′ and g′, `hg0` is g ≠ 0 nearby, `hE` is E = f/g, and `hd` is the cancellation before `fun_div` supplies the quotient rule. `hasDerivAt_energy` inserts H′ through `hasDerivAt_scale` and splits ⟨H′⟩ by `cExpect_linear`. `stationary_iff_virial` removes the factor −i, and `stationary_iff_energy_eq`, under the same hypotheses, adds the equation for E, which needs cᵀc = 1. Lean's `deriv` returns 0 where a function is not differentiable; both equivalences rest on the proved `HasDerivAt`, so `deriv E θ = 0` is true stationarity.

`scaled_eigenpair_witness` takes T = diag(15, 1) and V = 24σₓ, which do not commute, with s = √(49η² + 576), c = ((7η + s)/40, 3/5) and E = η(8η + s). It proves the eigenvalue equation at every angle, and differentiability and cᵀc = 1 at θ = 0. Apart from s = 25, which is `hr` in the proof, the numbers that follow are arithmetic on paper and were not put through Lean. At θ = 0, s = 25, c = (4/5, 3/5), E = 33, and

⟨T⟩ = 249/25 = 9.96,  ⟨V⟩ = 576/25 = 23.04,

E′ = −i(19.92 + 23.04) = −42.96 i.

Directly, dE/dη = 16η + s + 49η²/s = 16 + 25 + 1.96 = 42.96, and multiplying by η′ = −i agrees. This point is not stationary. Since H and c are real at θ = 0, cᵀ and c† coincide there, so these numbers check the slope formula but not the choice of product.

An easy mistake is to project with c† instead of cᵀ. For non-Hermitian H the row c† is in general not a left eigenvector, and the d terms then need not cancel. A related one is to treat cᵀc = 1 as a free rescaling: (1, i) is nonzero with c-product 1 + i² = 0, so `hnorm` restricts the eigenvector.

In a resonance calculation in a finite real orthonormal basis, for a system whose potential is homogeneous of degree −1 in the scaled coordinates (an atom, but not a molecule with clamped nuclei and only the electrons scaled), T and V are built once, η²T + ηV is diagonalised on a grid of angles, and one looks for points where an eigenvalue's θ-trajectory slows down; for a simple eigenvalue the formula gives that slope from a single diagonalisation. A general complex eigensolver need not return c-normalised vectors, so each is divided by √(cᵀc) first, which requires cᵀc ≠ 0. For real θ, E′ = 0 is two real conditions on one parameter and need not have a solution. The theorems on E′ assume the differentiable eigenbranch. All the theorems concern matrices only and say nothing about rotated continua, basis convergence, or whether a stationary E approximates a resonance.
